# With fixed bead numbers, Richardson extrapolation of the harmonic oscillator's partition function turns negative at low temperature

To get a free energy from a discretised path integral, I compute the partition function with $P$ beads and again with $2P$ beads, form $(4Z_{2P}-Z_P)/3$ to remove the leading $1/P^2$ error, and take the logarithm. That last step needs a positive number. Each $Z_P$ is positive, but the combination has a negative weight in it, and for a harmonic oscillator it seems to fail at low temperature. With $\hbar=1$ and $x=\beta\omega/2>0$, where $\beta$ is the inverse temperature and $\omega$ the frequency, the bead partition functions of the primitive (Trotter) discretisation are

$$Z_P(x)=\frac{1}{2\sinh\!\big(P\,\operatorname{arsinh}(x/P)\big)},$$

and I find that $(4Z_2-Z_1)/3$ is negative exactly when $x>2\sqrt{15}$. Can this be made rigorous and machine-checked in Lean, and is it only an accident of using one and two beads?

## The sign changes at $\beta\omega=4\sqrt{15}$

The threshold is right, and the failure is not confined to one and two beads: for every $P\ge 1$ the combination of $P$ and $2P$ beads is negative whenever $x\ge 12P$.

Positivity of the individual terms comes first. For $P\ge1$ and $x>0$ the number $x/P$ is positive, so $\operatorname{arsinh}(x/P)$ is positive, and so is the hyperbolic sine of $P$ times it. Hence $Z_P(x)>0$.

For one bead, $\sinh(\operatorname{arsinh}x)=x$ gives $Z_1=1/(2x)$, the classical value $1/(\beta\omega)$. For two beads, put $a=\operatorname{arsinh}(x/2)$. Then $\sinh a=x/2$ and $\cosh a=\sqrt{1+x^2/4}$, so

$$2\sinh 2a=4\sinh a\cosh a=2x\sqrt{1+x^2/4}=x\sqrt{x^2+4},$$

and $Z_2=1/(x\sqrt{x^2+4})$. The extrapolated value is therefore

$$\frac{4Z_2-Z_1}{3}=\frac13\left(\frac{4}{x\sqrt{x^2+4}}-\frac1{2x}\right)=\frac{8-\sqrt{x^2+4}}{6x\sqrt{x^2+4}}.$$

The denominator is positive, so the numerator decides the sign. It is negative exactly when $x^2+4>64$, that is, when $x>\sqrt{60}=2\sqrt{15}\approx7.75$, and it vanishes exactly at $x=2\sqrt{15}$.

## Any number of beads fails once $\beta\omega\ge 24P$

For general $P$, set $y=x/(2P)$, so that $x/P=2y$, and assume $y\ge6$. The aim is to show that

$$4\sinh(P\operatorname{arsinh}2y)<\sinh(2P\operatorname{arsinh}y),$$

because taking reciprocals then gives $4Z_{2P}<Z_P$.

Use $e^{\operatorname{arsinh}u}=u+\sqrt{1+u^2}$. Since $1+4y^2\le(2y+1)^2$,

$$e^{\operatorname{arsinh}2y}=2y+\sqrt{1+4y^2}\le4y+1,$$

and since $\sqrt{1+y^2}\ge y$,

$$e^{\operatorname{arsinh}y}\ge2y.$$

For $y\ge6$ we also have $4y^2\ge24y=20y+4y\ge20y+5=5(4y+1)$. Write $T=(4y+1)^P$, which is at least $1$. Raising these bounds to the appropriate powers gives

$$e^{P\operatorname{arsinh}2y}\le T,\qquad e^{2P\operatorname{arsinh}y}\ge(4y^2)^P\ge5^P\,T\ge5T.$$

Now $2\sinh u=e^u-e^{-u}$. The subtracted exponential on the $P$-bead side is strictly positive, and the one on the $2P$-bead side is at most $1$. Hence

$$8\sinh(P\operatorname{arsinh}2y)<4T\le5T-1\le2\sinh(2P\operatorname{arsinh}y),$$

which is twice the required inequality.

## The Lean file

```lean
import Mathlib

open Real

namespace RingPolymerExtrapolation

noncomputable section

/-- Partition function of the harmonic oscillator discretised into `P` beads,
as a function of `x = βω/2` (units with `ħ = 1`). -/
def beadZ (P : ℕ) (x : ℝ) : ℝ := 1 / (2 * sinh (P * arsinh (x / P)))

/-- Richardson extrapolation of the partition function from `P` and `2P` beads,
with the weights that cancel an error proportional to `1/P²`. -/
def richardson (P : ℕ) (x : ℝ) : ℝ := (4 * beadZ (2 * P) x - beadZ P x) / 3

/-- Every bead partition function is positive. -/
theorem beadZ_pos {P : ℕ} (hP : 1 ≤ P) {x : ℝ} (hx : 0 < x) : 0 < beadZ P x := by
  have hP' : (0 : ℝ) < P := by exact_mod_cast hP
  have h1 : 0 < arsinh (x / P) := Real.arsinh_pos_iff.2 (div_pos hx hP')
  have h2 := Real.sinh_pos_iff.2 (mul_pos hP' h1)
  exact div_pos one_pos (mul_pos two_pos h2)

/-- The one-bead partition function is `1/(2x)`. -/
theorem beadZ_one {x : ℝ} (hx : 0 < x) : 2 * x * beadZ 1 x = 1 := by
  unfold beadZ
  simp only [Nat.cast_one, one_mul, div_one, Real.sinh_arsinh]
  exact mul_one_div_cancel (by positivity)

/-- The two-bead partition function is `1/(x √(x² + 4))`. -/
theorem beadZ_two {x : ℝ} (hx : 0 < x) : x * √(x ^ 2 + 4) * beadZ 2 x = 1 := by
  have hs : √(x ^ 2 + 4) = 2 * √(1 + (x / 2) ^ 2) := by
    rw [show x ^ 2 + 4 = 2 ^ 2 * (1 + (x / 2) ^ 2) by ring,
      Real.sqrt_mul (by positivity), Real.sqrt_sq (by norm_num)]
  -- the double-angle formula turns the hyperbolic sine into an algebraic function
  have key : 2 * sinh (2 * arsinh (x / 2)) = x * √(x ^ 2 + 4) := by
    rw [Real.sinh_two_mul, Real.sinh_arsinh, Real.cosh_arsinh, hs]
    ring
  unfold beadZ
  rw [Nat.cast_ofNat, key]
  exact mul_one_div_cancel (by positivity)

/-- Closed form of the extrapolation from one and two beads:
it equals `(8 - √(x² + 4)) / (6 x √(x² + 4))`. -/
theorem richardson_one {x : ℝ} (hx : 0 < x) :
    6 * x * √(x ^ 2 + 4) * richardson 1 x = 8 - √(x ^ 2 + 4) := by
  have h1 := beadZ_one hx
  have h2 := beadZ_two hx
  unfold richardson
  rw [mul_one]
  linear_combination 8 * h2 - √(x ^ 2 + 4) * h1

/-- The one- and two-bead partition functions are positive, yet their Richardson
combination `(4 Z₂ - Z₁)/3` is negative exactly when `βω/2 > 2√15`. -/
theorem richardson_one_neg_iff {x : ℝ} (hx : 0 < x) :
    (0 < beadZ 1 x ∧ 0 < beadZ 2 x) ∧ (richardson 1 x < 0 ↔ 2 * √15 < x) := by
  refine ⟨⟨beadZ_pos le_rfl hx, beadZ_pos (by norm_num) hx⟩, ?_⟩
  have hcl := richardson_one hx
  have hc : 0 < 6 * x * √(x ^ 2 + 4) := by positivity
  have hs : √(x ^ 2 + 4) ^ 2 = x ^ 2 + 4 := Real.sq_sqrt (by positivity)
  have h15 : (2 * √15) ^ 2 = 60 := by
    rw [mul_pow, Real.sq_sqrt (by norm_num)]
    norm_num
  constructor
  · intro h
    have h8 : 8 < √(x ^ 2 + 4) := by
      have := mul_neg_of_pos_of_neg hc h
      linarith
    exact lt_of_pow_lt_pow_left₀ 2 hx.le (by nlinarith)
  · intro h
    have h60 : (2 * √15) ^ 2 < x ^ 2 := pow_lt_pow_left₀ h (by positivity) two_ne_zero
    have h8 : 8 < √(x ^ 2 + 4) := (Real.lt_sqrt (by norm_num)).2 (by linarith)
    by_contra hn
    have := mul_nonneg hc.le (not_lt.1 hn)
    linarith

/-- The extrapolated partition function from one and two beads vanishes exactly
at `βω/2 = 2√15`. -/
theorem richardson_one_eq_zero_iff {x : ℝ} (hx : 0 < x) :
    richardson 1 x = 0 ↔ x = 2 * √15 := by
  have hcl := richardson_one hx
  have hc : 0 < 6 * x * √(x ^ 2 + 4) := by positivity
  have hs : √(x ^ 2 + 4) ^ 2 = x ^ 2 + 4 := Real.sq_sqrt (by positivity)
  have h15 : (2 * √15) ^ 2 = 60 := by
    rw [mul_pow, Real.sq_sqrt (by norm_num)]
    norm_num
  constructor
  · intro h
    rw [h, mul_zero] at hcl
    have h8 : √(x ^ 2 + 4) = 8 := by linarith
    rw [h8] at hs
    exact (sq_eq_sq₀ hx.le (by positivity)).1 (by linarith)
  · intro h
    have hx2 : x ^ 2 = 60 := by rw [h, h15]
    have h8 : √(x ^ 2 + 4) = 8 := by
      rw [show x ^ 2 + 4 = 8 ^ 2 by linarith, Real.sqrt_sq (by norm_num)]
    have h0 : 6 * x * √(x ^ 2 + 4) * richardson 1 x = 0 := by
      rw [hcl, h8]
      norm_num
    exact (mul_eq_zero.1 h0).resolve_left hc.ne'

/-- For `y = βω/(4P) ≥ 6`, going from `P` to `2P` beads raises the hyperbolic sine in the
denominator of the partition function more than fourfold. -/
theorem four_mul_sinh_lt {P : ℕ} (hP : 1 ≤ P) {y : ℝ} (hy : 6 ≤ y) :
    4 * sinh (P * arsinh (2 * y)) < sinh ((2 * P : ℕ) * arsinh y) := by
  have hB : exp (arsinh (2 * y)) ≤ 4 * y + 1 := by
    rw [Real.exp_arsinh]
    have : √(1 + (2 * y) ^ 2) ≤ 2 * y + 1 :=
      Real.sqrt_le_iff.2 ⟨by linarith, by nlinarith⟩
    linarith
  have hA : 2 * y ≤ exp (arsinh y) := by
    rw [Real.exp_arsinh]
    have : y ≤ √(1 + y ^ 2) := (Real.le_sqrt' (by linarith)).2 (by linarith)
    linarith
  have hT : 1 ≤ (4 * y + 1) ^ P := one_le_pow₀ (by linarith)
  have h5 : (5 : ℝ) ≤ 5 ^ P := le_self_pow₀ (by norm_num) (by omega)
  have hlow : exp (P * arsinh (2 * y)) ≤ (4 * y + 1) ^ P := by
    rw [Real.exp_nat_mul]
    exact pow_le_pow_left₀ (Real.exp_pos _).le hB P
  -- the exponential for `2P` beads carries an extra factor of at least five
  have hhigh : 5 * (4 * y + 1) ^ P ≤ exp ((2 * P : ℕ) * arsinh y) := by
    rw [Real.exp_nat_mul, pow_mul]
    calc 5 * (4 * y + 1) ^ P ≤ 5 ^ P * (4 * y + 1) ^ P :=
          mul_le_mul_of_nonneg_right h5 (by linarith)
      _ = (5 * (4 * y + 1)) ^ P := (mul_pow _ _ _).symm
      _ ≤ (exp (arsinh y) ^ 2) ^ P :=
          pow_le_pow_left₀ (by linarith) (by nlinarith) P
  have ha : 0 ≤ arsinh y := Real.arsinh_nonneg_iff.2 (by linarith)
  have hN : 0 ≤ ((2 * P : ℕ) : ℝ) * arsinh y := mul_nonneg (Nat.cast_nonneg _) ha
  have hone : exp (-(((2 * P : ℕ) : ℝ) * arsinh y)) ≤ 1 :=
    Real.exp_le_one_iff.2 (by linarith)
  have hpos := Real.exp_pos (-((P : ℝ) * arsinh (2 * y)))
  rw [Real.sinh_eq, Real.sinh_eq]
  linarith

/-- For any number of beads `P`, the Richardson combination of `P` and `2P` beads is
negative whenever `βω/2 ≥ 12 P`. -/
theorem richardson_neg {P : ℕ} (hP : 1 ≤ P) {x : ℝ} (hx : 12 * P ≤ x) :
    richardson P x < 0 := by
  have hP' : (0 : ℝ) < P := by exact_mod_cast hP
  have hcast : ((2 * P : ℕ) : ℝ) = 2 * (P : ℝ) := by simp
  have hy : 6 ≤ x / ((2 * P : ℕ) : ℝ) := by
    rw [hcast, le_div_iff₀ (by positivity)]
    linarith
  have hxy : 2 * (x / ((2 * P : ℕ) : ℝ)) = x / P := by
    rw [hcast]
    field_simp
  have h := four_mul_sinh_lt hP hy
  rw [hxy] at h
  have hb : 0 < arsinh (x / P) := Real.arsinh_pos_iff.2 (div_pos (by linarith) hP')
  have hS := Real.sinh_pos_iff.2 (mul_pos hP' hb)
  -- inverting the inequality between the denominators gives `4 Z_{2P} < Z_P`
  have hZ : beadZ (2 * P) x < 1 / (4 * (2 * sinh (P * arsinh (x / P)))) :=
    one_div_lt_one_div_of_lt (by linarith) (by linarith)
  have hq : 1 / (4 * (2 * sinh (P * arsinh (x / P)))) = beadZ P x / 4 := by
    unfold beadZ
    ring
  rw [hq] at hZ
  unfold richardson
  linarith

end

end RingPolymerExtrapolation
```

```lean
#print axioms RingPolymerExtrapolation.richardson_one_neg_iff
#print axioms RingPolymerExtrapolation.richardson_one_eq_zero_iff
#print axioms RingPolymerExtrapolation.richardson_neg
```

```
'RingPolymerExtrapolation.richardson_one_neg_iff' depends on axioms: [propext, Classical.choice, Quot.sound]
'RingPolymerExtrapolation.richardson_one_eq_zero_iff' depends on axioms: [propext, Classical.choice, Quot.sound]
'RingPolymerExtrapolation.richardson_neg' depends on axioms: [propext, Classical.choice, Quot.sound]
```

## What the theorems say about the oscillator

`beadZ P x` is $Z_P(x)$. The bead number `P` is a natural number, converted to a real number inside the formula, and `x` is the real number $\beta\omega/2$; with $\hbar$ restored it is $\beta\hbar\omega/2$. Temperature and frequency enter only through this product, and the mass does not enter at all. `richardson P x` is $(4Z_{2P}-Z_P)/3$, so its argument `P` is the smaller of the two bead numbers and `richardson 1 x` is the combination in the question.

The main theorem, `richardson_one_neg_iff`, assumes `0 < x`, which means a finite positive temperature and a bound oscillator. It states that $Z_1$ and $Z_2$ are both positive and that their combination is negative if and only if $x>2\sqrt{15}$. The companion `richardson_one_eq_zero_iff` places the zero at $x=2\sqrt{15}$. Together they fix the sign everywhere on $x>0$: positive below the threshold, zero at it, negative above it.

`richardson_neg` covers every $P\ge1$ under the hypothesis `12 * P ≤ x`. This is a sufficient condition and not a threshold: at $P=1$ it asks for $x\ge12$, while the sign has already changed near $7.75$. Physically, it describes a path with far too few beads for its temperature, since $\beta\omega/P$ is then at least $24$.

The model is a single harmonic degree of freedom with exact values of $Z_P$, free of sampling noise. The hyperbolic-sine formula enters as a definition, and neither its derivation from the path integral nor the $1/P^2$ expansion behind the weights $4/3$ and $-1/3$ is part of the file. For simulation practice, the result shows in this one-oscillator model that extrapolating positive partition functions in the bead number need not give a positive partition function.

## How the proof follows the algebra

`beadZ_pos` is the positivity argument, under the hypotheses $P\ge1$ and $x>0$: `Real.arsinh_pos_iff` and `Real.sinh_pos_iff` carry the sign of $x/P$ through to the denominator.

`beadZ_one` and `beadZ_two` state the closed forms as products, $2x\,Z_1=1$ and $x\sqrt{x^2+4}\,Z_2=1$, which keeps fractions out of the later algebra. In `beadZ_two`, the step `hs` rewrites $\sqrt{x^2+4}$ as $2\sqrt{1+(x/2)^2}$, and `key` applies the double-angle formula `Real.sinh_two_mul`.

`richardson_one` combines the two products into

$$6x\sqrt{x^2+4}\;\frac{4Z_2-Z_1}{3}=8-\sqrt{x^2+4}.$$

The `linear_combination` line records how: eight times the two-bead identity minus $\sqrt{x^2+4}$ times the one-bead identity.

In `richardson_one_neg_iff`, the prefactor $6x\sqrt{x^2+4}$ is positive (`hc`). If the extrapolated value is negative, the product is negative, so $\sqrt{x^2+4}>8$. Squaring gives $x^2>60=(2\sqrt{15})^2$, and comparing squares of non-negative numbers gives $x>2\sqrt{15}$. In the other direction, $x>2\sqrt{15}$ gives $\sqrt{x^2+4}>8$, and a non-negative extrapolated value would then contradict the closed form. `richardson_one_eq_zero_iff` runs the same argument with equalities and ends by cancelling the non-zero prefactor.

`four_mul_sinh_lt` is the estimate for general $P$, stated in the variable $y$. Its steps `hB` and `hA` are the bounds on the two exponentials, and `hlow` and `hhigh` are their powers. The `calc` block inside `hhigh` extracts the factor of five, using $5\le5^P$ and $5(4y+1)\le4y^2$. The step `hone` bounds the subtracted exponential for $2P$ beads by $1$, and `hpos` supplies the strict positivity of the other. After both hyperbolic sines are written as exponentials, `linarith` closes the inequality.

`richardson_neg` returns to $x$. It sets $y=x/(2P)$, checks that $y\ge6$ (`hy`) and that $2y=x/P$ (`hxy`), and applies the estimate. Taking reciprocals of positive denominators turns it into $Z_{2P}<Z_P/4$, which makes the combination negative.

## What a code does with the negative value

The step occurs, for example, in a one-dimensional calculation that puts the short-time density matrix on a grid, multiplies it by itself and takes the trace. Two runs give `ZP` and `Z2P`, and the post-processing reads

```python
Z = (4 * Z2P - ZP) / 3
F = -log(Z) / beta
```

For the oscillator at $x=10$, the one-bead and two-bead values are $0.0500$ and $0.0098$, and `Z` comes out near $-0.0036$. A real logarithm then raises an error or returns NaN, depending on the library. Testing `4 * Z2P > ZP` before the logarithm catches this and points to the cause, which is too few beads.

Extrapolating $\ln Z_P$ with the same weights avoids the negative value, because the result corresponds to $Z_{2P}^{4/3}Z_P^{-1/3}$, which is positive. It does not restore accuracy: at $x=10$ it gives about $0.0057$, while the exact $1/(2\sinh 10)$ is about $4.5\times10^{-5}$.

## Starting from the bead integral

The definition of $Z_P$ could have been placed one step earlier, as the Gaussian integral over the bead positions $q_1,\dots,q_P$ of a closed chain ($q_{P+1}=q_1$) with particle mass $m$:

$$Z_P=\Big(\frac{mP}{2\pi\beta}\Big)^{P/2}\!\int\! dq_1\cdots dq_P\,\exp\!\Big[-\sum_{j=1}^{P}\Big(\frac{mP}{2\beta}(q_j-q_{j+1})^2+\frac{\beta m\omega^2}{2P}q_j^2\Big)\Big].$$

The hyperbolic-sine formula would then be a theorem, resting on a diagonalisation of the chain and the product identity

$$\prod_{k=0}^{P-1}\Big(4\sin^2\frac{\pi k}{P}+\frac{4x^2}{P^2}\Big)=4\sinh^2\!\big(P\operatorname{arsinh}(x/P)\big).$$

That version would tie the Lean statement directly to the ring polymer, at the price of a multidimensional integral. The threshold $2\sqrt{15}$ and the argument for general $P$ would stay as they are.
